# Truncating and renormalizing a finite ground state costs at most the spectral width times the deleted weight

The small norm of a deleted orbital tail does not by itself fix the size of the energy error, since the tail may sit where the Hamiltonian has large matrix elements. Take a normalized ground state of a finite Hermitian matrix in an orthonormal basis, set some of its components to zero without deleting all of its weight, and renormalize the rest. The theorems below give the resulting energy error exactly and bound it by the deleted weight, which is the squared norm of the tail, times the distance from the lowest to the highest eigenvalue.

```lean
import Mathlib

open Matrix
open scoped ComplexOrder

namespace OrbitalTruncation

noncomputable section

variable {n : Type*} [Fintype n] [DecidableEq n]

/-- The squared norm of a state, summed over its components. -/
def weight (x : n → ℂ) : ℝ := ∑ i, ‖x i‖ ^ 2

/-- The real part of `⟨x, A x⟩`, which is the expectation value for Hermitian `A` and
normalized `x`. -/
def expect (A : Matrix n n ℂ) (x : n → ℂ) : ℝ := (star x ⬝ᵥ (A *ᵥ x)).re

/-- The Hamiltonian measured from the reference energy `E`, that is `H - E`. -/
def excitation (H : Matrix n n ℂ) (E : ℝ) : Matrix n n ℂ := H - (E : ℂ) • 1

/-- The part of a state inside the region `S`. -/
def truncated (S : Finset n) (x : n → ℂ) : n → ℂ := fun i => if i ∈ S then x i else 0

/-- The part of a state outside the region `S`, which truncation deletes. -/
def deleted (S : Finset n) (x : n → ℂ) : n → ℂ := fun i => if i ∈ S then 0 else x i

/-- A state divided by its norm; meant for nonzero states. -/
def renormalize (x : n → ℂ) : n → ℂ := (((√(weight x))⁻¹ : ℝ) : ℂ) • x

/-- The real number `μ` is an eigenvalue of `H`, with a nonzero eigenvector. -/
def IsEigenvalue (H : Matrix n n ℂ) (μ : ℝ) : Prop :=
  ∃ v : n → ℂ, v ≠ 0 ∧ H *ᵥ v = (μ : ℂ) • v

/-- `ψ` is a normalized eigenvector of `H` whose energy `E` lies below or at every real
eigenvalue. -/
structure IsGroundState (H : Matrix n n ℂ) (E : ℝ) (ψ : n → ℂ) : Prop where
  norm : weight ψ = 1
  eigen : H *ᵥ ψ = (E : ℂ) • ψ
  lowest : ∀ μ, IsEigenvalue H μ → E ≤ μ

omit [Fintype n] in
/-- Shifting a Hermitian Hamiltonian by a real energy leaves it Hermitian. -/
theorem excitation_isHermitian {H : Matrix n n ℂ} (hH : H.IsHermitian) (E : ℝ) :
    (excitation H E).IsHermitian := by
  unfold excitation Matrix.IsHermitian
  rw [Matrix.conjTranspose_sub, hH.eq, Matrix.conjTranspose_smul, Matrix.conjTranspose_one]
  simp

/-- The shifted Hamiltonian acts on a state as `H x - E x`. -/
theorem excitation_mulVec (H : Matrix n n ℂ) (E : ℝ) (x : n → ℂ) :
    excitation H E *ᵥ x = H *ᵥ x - (E : ℂ) • x := by
  simp [excitation, Matrix.sub_mulVec, Matrix.smul_mulVec]

/-- The real part of `⟨x, (H - E) x⟩` is that of `⟨x, H x⟩` minus `E` times the squared norm of `x`.
-/
theorem expect_excitation (H : Matrix n n ℂ) (E : ℝ) (x : n → ℂ) :
    expect (excitation H E) x = expect H x - E * weight x := by
  have hx : star x ⬝ᵥ x = (weight x : ℂ) := by
    simp only [dotProduct, weight, Pi.star_apply, Complex.ofReal_sum]
    refine Finset.sum_congr rfl fun i _ => ?_
    rw [← Complex.normSq_eq_norm_sq, Complex.normSq_eq_conj_mul_self]
    rfl
  rw [expect, excitation_mulVec, dotProduct_sub, dotProduct_smul, hx]
  simp [expect]

/-- If all eigenvalues of a Hermitian matrix lie between `E` and `M`, the quadratic form of every
vector lies between `E` and `M` times its squared norm. -/
theorem rayleigh_bounds {H : Matrix n n ℂ} (hH : H.IsHermitian) {E M : ℝ}
    (hE : ∀ μ, IsEigenvalue H μ → E ≤ μ) (hM : ∀ μ, IsEigenvalue H μ → μ ≤ M)
    (x : n → ℂ) : E * weight x ≤ expect H x ∧ expect H x ≤ M * weight x := by
  have lower : ∀ (K : Matrix n n ℂ) (e : ℝ), K.IsHermitian →
      (∀ μ, IsEigenvalue K μ → e ≤ μ) → e * weight x ≤ expect K x := by
    intro K e hK h
    have hA := excitation_isHermitian hK e
    -- the shifted matrix has no negative eigenvalue
    have hp : (excitation K e).PosSemidef := by
      rw [hA.posSemidef_iff_eigenvalues_nonneg]
      intro i
      have hi : e ≤ hA.eigenvalues i + e := by
        refine h _ ⟨(hA.eigenvectorBasis i).ofLp, ?_, ?_⟩
        · intro h0
          apply hA.eigenvectorBasis.orthonormal.ne_zero i
          ext j
          exact congrFun h0 j
        · ext j
          have hj := congrFun (hA.mulVec_eigenvectorBasis i) j
          rw [excitation_mulVec] at hj
          simp only [Pi.sub_apply, Pi.smul_apply, smul_eq_mul, Complex.real_smul] at hj ⊢
          push_cast
          linear_combination hj
      show 0 ≤ hA.eigenvalues i
      linarith
    have h2 := (Complex.le_def.mp (hp.dotProduct_mulVec_nonneg x)).1
    change (0 : ℂ).re ≤ expect (excitation K e) x at h2
    rw [expect_excitation, Complex.zero_re] at h2
    linarith
  refine ⟨lower H E hH hE, ?_⟩
  -- the upper bound is the lower bound for `-H`
  have h := lower (-H) (-M) hH.neg (by
    rintro μ ⟨v, hv, he⟩
    have h1 := hM (-μ) ⟨v, hv, by
      rw [Matrix.neg_mulVec] at he
      rw [Complex.ofReal_neg, neg_smul, ← he, neg_neg]⟩
    linarith)
  have hn : expect (-H) x = -expect H x := by
    simp [expect, Matrix.neg_mulVec]
  rw [hn] at h
  linarith

/-- If `H` is Hermitian and `H ψ = E ψ`, then for real `c` the quadratic form of `H - E` takes the
same value at the vectors `c ψ - x` and `x`, which are not normalized here. -/
theorem expect_shift {H : Matrix n n ℂ} (hH : H.IsHermitian) {E : ℝ} {ψ : n → ℂ}
    (hψ : H *ᵥ ψ = (E : ℂ) • ψ) (c : ℝ) (x : n → ℂ) :
    expect (excitation H E) ((c : ℂ) • ψ - x) = expect (excitation H E) x := by
  have h0 : excitation H E *ᵥ ψ = 0 := by rw [excitation_mulVec, hψ, sub_self]
  have h1 : star ψ ᵥ* excitation H E = 0 := by
    have h := Matrix.star_mulVec (excitation H E) ψ
    rw [h0, star_zero, (excitation_isHermitian hH E).eq] at h
    exact h.symm
  have h2 : star ψ ⬝ᵥ (excitation H E *ᵥ x) = 0 := by
    rw [Matrix.dotProduct_mulVec, h1, zero_dotProduct]
  simp only [expect, Matrix.mulVec_sub, Matrix.mulVec_smul, h0, smul_zero, zero_sub,
    star_sub, star_smul, sub_dotProduct, smul_dotProduct, dotProduct_neg, h2, neg_neg]

/-- The squared norm of `c ψ - d`, where `d` is the part of `ψ` outside the region. -/
theorem weight_shift (S : Finset n) (ψ : n → ℂ) (c : ℝ) :
    weight ((c : ℂ) • ψ - deleted S ψ)
      = c ^ 2 * weight ψ + (1 - 2 * c) * weight (deleted S ψ) := by
  simp only [weight, Finset.mul_sum, ← Finset.sum_add_distrib]
  refine Finset.sum_congr rfl fun i _ => ?_
  by_cases h : i ∈ S
  · simp only [deleted, if_pos h, Pi.sub_apply, Pi.smul_apply, smul_eq_mul]
    rw [sub_zero, norm_mul, Complex.norm_real, mul_pow, Real.norm_eq_abs, sq_abs, norm_zero]
    ring
  · have hc : (c : ℂ) * ψ i - ψ i = ((c - 1 : ℝ) : ℂ) * ψ i := by push_cast; ring
    simp only [deleted, if_neg h, Pi.sub_apply, Pi.smul_apply, smul_eq_mul]
    rw [hc, norm_mul, Complex.norm_real, mul_pow, Real.norm_eq_abs, sq_abs]
    ring

omit [DecidableEq n] in
/-- Renormalizing a state of positive squared norm gives a unit vector, and divides the
quadratic form of `H` by the squared norm. -/
theorem renormalize_spec (H : Matrix n n ℂ) {x : n → ℂ} (hx : 0 < weight x) :
    weight (renormalize x) = 1 ∧ expect H (renormalize x) = expect H x / weight x := by
  have hw : ∀ c : ℝ, weight ((c : ℂ) • x) = c ^ 2 * weight x := by
    intro c
    simp [weight, mul_pow, Finset.mul_sum]
  have he : ∀ c : ℝ, expect H ((c : ℂ) • x) = c ^ 2 * expect H x := by
    intro c
    simp only [expect, Matrix.mulVec_smul, dotProduct_smul, star_smul, smul_dotProduct,
      smul_eq_mul, Complex.star_def, Complex.conj_ofReal, Complex.re_ofReal_mul]
    ring
  constructor
  · rw [renormalize, hw, inv_pow, Real.sq_sqrt hx.le, inv_mul_cancel₀ hx.ne']
  · rw [renormalize, he, inv_pow, Real.sq_sqrt hx.le, div_eq_inv_mul]

/-- Let `d` be the part of a normalized ground state of a Hermitian `H` outside a region, with
squared norm `w < 1`, and let `E` be the ground-state energy. Deleting `d` and renormalizing changes
the energy by exactly `⟨d, (H - E) d⟩ / (1 - w)`. This lies between `0` and `(M - E) w / (1 - w)`,
with `M` the largest eigenvalue. -/
theorem truncation_energy {H : Matrix n n ℂ} (hH : H.IsHermitian) {E M : ℝ} {ψ : n → ℂ}
    (hψ : IsGroundState H E ψ) (hM : IsGreatest {μ | IsEigenvalue H μ} M)
    (S : Finset n) (hw : weight (deleted S ψ) < 1) :
    expect H (renormalize (truncated S ψ)) - E
        = expect (excitation H E) (deleted S ψ) / (1 - weight (deleted S ψ)) ∧
    0 ≤ expect (excitation H E) (deleted S ψ) / (1 - weight (deleted S ψ)) ∧
    expect (excitation H E) (deleted S ψ) / (1 - weight (deleted S ψ))
        ≤ (M - E) * weight (deleted S ψ) / (1 - weight (deleted S ψ)) := by
  have hpos : 0 < 1 - weight (deleted S ψ) := by linarith
  -- the truncated state is `ψ - d`
  have ht : truncated S ψ = ((1 : ℝ) : ℂ) • ψ - deleted S ψ := by
    ext i
    by_cases h : i ∈ S <;> simp [truncated, deleted, h]
  have hwt : weight (truncated S ψ) = 1 - weight (deleted S ψ) := by
    rw [ht, weight_shift, hψ.norm]
    ring
  have hpt : 0 < weight (truncated S ψ) := by rw [hwt]; exact hpos
  have hx : expect (excitation H E) (truncated S ψ)
      = expect (excitation H E) (deleted S ψ) := by
    rw [ht]
    exact expect_shift hH hψ.eigen 1 _
  have hr := rayleigh_bounds hH hψ.lowest (fun μ h => hM.2 h) (deleted S ψ)
  refine ⟨?_, ?_, ?_⟩
  · rw [(renormalize_spec H hpt).2, ← hx, expect_excitation, hwt, sub_div,
      mul_div_cancel_right₀ _ hpos.ne']
  · apply div_nonneg _ hpos.le
    rw [expect_excitation]
    linarith [hr.1]
  · rw [div_le_div_iff_of_pos_right hpos, expect_excitation]
    linarith [hr.2]

/-- Truncating a normalized ground state of a Hermitian `H`, with energy `E` and deleted weight
`w < 1`, and renormalizing raises the energy by at most `(M - E) w`, with `M` the largest
eigenvalue. -/
theorem truncation_energy_le {H : Matrix n n ℂ} (hH : H.IsHermitian) {E M : ℝ} {ψ : n → ℂ}
    (hψ : IsGroundState H E ψ) (hM : IsGreatest {μ | IsEigenvalue H μ} M)
    (S : Finset n) (hw : weight (deleted S ψ) < 1) :
    expect H (renormalize (truncated S ψ)) - E ≤ (M - E) * weight (deleted S ψ) := by
  have hpos : 0 < 1 - weight (deleted S ψ) := by linarith
  rw [(truncation_energy hH hψ hM S hw).1, div_le_iff₀ hpos]
  -- remove from `d` its component along the ground state
  have h := expect_shift hH hψ.eigen (weight (deleted S ψ)) (deleted S ψ)
  have hn := weight_shift S ψ (weight (deleted S ψ))
  have hr := (rayleigh_bounds hH hψ.lowest (fun μ h => hM.2 h)
    (((weight (deleted S ψ) : ℝ) : ℂ) • ψ - deleted S ψ)).2
  rw [hψ.norm] at hn
  rw [expect_excitation, hn] at h
  rw [hn] at hr
  linarith

/-- A two-level Hamiltonian with real parameters `c` and `s`. -/
def twoLevel (c s : ℝ) : Matrix (Fin 2) (Fin 2) ℂ :=
  !![(s : ℂ) ^ 2, -((s : ℂ) * c); -((s : ℂ) * c), (c : ℂ) ^ 2]

/-- For `c² + s² = 1` and `c ≠ 0`, the two-level Hamiltonian has ground state `(c, s)` at
energy `0` and largest eigenvalue `1`. Deleting the second component removes weight `s²` and
gives a renormalized state of energy `s²`, so the bound `(M - E) w` is attained. -/
theorem truncation_energy_le_sharp {c s : ℝ} (h : c ^ 2 + s ^ 2 = 1) (hc : c ≠ 0) :
    (twoLevel c s).IsHermitian ∧ IsGroundState (twoLevel c s) 0 ![(c : ℂ), (s : ℂ)] ∧
    IsGreatest {μ | IsEigenvalue (twoLevel c s) μ} 1 ∧
    weight (deleted {0} ![(c : ℂ), (s : ℂ)]) = s ^ 2 ∧
    expect (twoLevel c s) (renormalize (truncated {0} ![(c : ℂ), (s : ℂ)])) = s ^ 2 := by
  have hC : (c : ℂ) ^ 2 + (s : ℂ) ^ 2 = 1 := by exact_mod_cast h
  -- the Hamiltonian is a projector, so its eigenvalues are 0 and 1
  have spec : ∀ μ, IsEigenvalue (twoLevel c s) μ → μ = 0 ∨ μ = 1 := by
    rintro μ ⟨v, hv, he⟩
    have e0 : (s : ℂ) ^ 2 * v 0 - s * c * v 1 = μ * v 0 := by
      have h0 := congrFun he 0
      simp [twoLevel, Matrix.mulVec, dotProduct, Fin.sum_univ_two] at h0
      linear_combination h0
    have e1 : -((s : ℂ) * c * v 0) + (c : ℂ) ^ 2 * v 1 = μ * v 1 := by
      have h1 := congrFun he 1
      simp [twoLevel, Matrix.mulVec, dotProduct, Fin.sum_univ_two] at h1
      linear_combination h1
    have p0 : ((μ : ℂ) * (μ - 1)) * v 0 = 0 := by
      linear_combination (1 - (μ : ℂ) - (s : ℂ) ^ 2) * e0 + (s : ℂ) * c * e1
        + ((s : ℂ) ^ 2 * v 0 - s * c * v 1) * hC
    have p1 : ((μ : ℂ) * (μ - 1)) * v 1 = 0 := by
      linear_combination (1 - (μ : ℂ) - (c : ℂ) ^ 2) * e1 + (s : ℂ) * c * e0
        + (-((s : ℂ) * c * v 0) + (c : ℂ) ^ 2 * v 1) * hC
    have hμ : (μ : ℂ) * (μ - 1) = 0 := by
      by_contra hne
      apply hv
      ext i
      fin_cases i
      · exact (mul_eq_zero.mp p0).resolve_left hne
      · exact (mul_eq_zero.mp p1).resolve_left hne
    have hμ' : μ * (μ - 1) = 0 := by exact_mod_cast hμ
    rcases mul_eq_zero.mp hμ' with h0 | h1
    · exact Or.inl h0
    · exact Or.inr (by linarith)
  refine ⟨?_, ⟨?_, ?_, ?_⟩, ⟨?_, ?_⟩, ?_, ?_⟩
  · ext i j
    fin_cases i <;> fin_cases j <;> simp [twoLevel, Matrix.conjTranspose_apply]
  · simpa [weight, Fin.sum_univ_two] using h
  · ext i
    fin_cases i <;> simp [twoLevel, Matrix.mulVec, dotProduct, Fin.sum_univ_two] <;> ring
  · intro μ hμ
    rcases spec μ hμ with h0 | h1 <;> linarith
  · refine ⟨![-(s : ℂ), (c : ℂ)], fun h0 => hc (by simpa using congrFun h0 1), ?_⟩
    ext i
    fin_cases i
    · simp [twoLevel, Matrix.mulVec, dotProduct, Fin.sum_univ_two]
      linear_combination (-(s : ℂ)) * hC
    · simp [twoLevel, Matrix.mulVec, dotProduct, Fin.sum_univ_two]
      linear_combination (c : ℂ) * hC
  · intro μ hμ
    rcases spec μ hμ with h0 | h1 <;> linarith
  · simp [weight, deleted, Fin.sum_univ_two]
  · have hwt : weight (truncated {0} ![(c : ℂ), (s : ℂ)]) = c ^ 2 := by
      simp [weight, truncated, Fin.sum_univ_two]
    have hq : star (truncated {0} ![(c : ℂ), (s : ℂ)]) ⬝ᵥ
        (twoLevel c s *ᵥ truncated {0} ![(c : ℂ), (s : ℂ)])
        = ((s ^ 2 * c ^ 2 : ℝ) : ℂ) := by
      simp [twoLevel, truncated, Matrix.mulVec, dotProduct, Fin.sum_univ_two]
      ring
    have hpos : 0 < weight (truncated {0} ![(c : ℂ), (s : ℂ)]) := by
      rw [hwt]
      positivity
    rw [(renormalize_spec _ hpos).2, hwt, expect, hq, Complex.ofReal_re,
      mul_div_cancel_right₀ _ (pow_ne_zero 2 hc)]

end

end OrbitalTruncation
```

```lean
#print axioms OrbitalTruncation.truncation_energy_le
#print axioms OrbitalTruncation.truncation_energy_le_sharp
```

```
'OrbitalTruncation.truncation_energy_le' depends on axioms: [propext, Classical.choice, Quot.sound]
'OrbitalTruncation.truncation_energy_le_sharp' depends on axioms: [propext, Classical.choice, Quot.sound]
```

## The energy of the kept part, computed from the deleted part

Let H be a finite Hermitian matrix with lowest eigenvalue E and largest eigenvalue M, and let ψ be a normalized vector with Hψ = Eψ. A region S of the index set splits ψ into a kept part t and a deleted part d, so that ψ = t + d. They have no component in common, so with w = ‖d‖² we have ‖t‖² = 1 − w. Assume w < 1, which says that something is left to renormalize.

Write A = H − E. Then Aψ = 0, and because A is Hermitian, ⟨ψ, Ax⟩ = ⟨Aψ, x⟩ = 0 for every x. For real c, all terms containing ψ therefore vanish from the expanded quadratic form:

⟨cψ − x, A(cψ − x)⟩ = ⟨x, Ax⟩.

Take c = 1 and x = d. Since ψ − d = t, this gives ⟨t, At⟩ = ⟨d, Ad⟩. The renormalized state is φ = t/√(1 − w), and its energy obeys

⟨φ, Hφ⟩ − E = ⟨t, At⟩/(1 − w) = ⟨d, (H − E)d⟩/(1 − w).

To bound this, expand any x in an orthonormal eigenbasis of H, with eigenvalues λₖ and coefficients aₖ. Then ⟨x, Hx⟩ = Σₖ λₖ|aₖ|², and hence

E‖x‖² ≤ ⟨x, Hx⟩ ≤ M‖x‖².

With x = d, the energy rise lies between 0 and (M − E)w/(1 − w).

## Removing the factor 1/(1 − w)

The upper bound improves if the ground-state component of d is taken out first. Since ⟨ψ, d⟩ = w, that component is wψ. Let u = wψ − d. Its entries are wψᵢ inside S and (w − 1)ψᵢ outside, so

‖u‖² = w²(1 − w) + (1 − w)²w = w(1 − w).

The shift identity with c = w gives ⟨d, Ad⟩ = ⟨u, Au⟩ ≤ (M − E)w(1 − w). Dividing by 1 − w leaves

⟨φ, Hφ⟩ − E ≤ (M − E)w.

This bound is attained. For real c and s with c² + s² = 1 and c ≠ 0, take the matrix with rows (s², −sc) and (−sc, c²). It projects onto (−s, c), so its eigenvalues are 0 and 1, and its ground state is (c, s). Deleting component 1 and keeping component 0 removes w = s². The renormalized state is (±1, 0), whose energy is s² = (M − E)w.

## What the Lean statements fix

A state is a function `n → ℂ` on a finite index type, whose elements can be sites, orthonormal basis functions or determinants. `weight` is the squared norm, `expect` the real part of ⟨x, Ax⟩, and `excitation H E` the matrix H − E. `truncated S ψ` and `deleted S ψ` are t and d, and `renormalize` divides by the norm.

`IsEigenvalue` requires a nonzero eigenvector. `IsGroundState` says that ψ has norm 1, satisfies the eigenvalue equation and has an energy no higher than any eigenvalue; degeneracy is allowed. `IsGreatest` makes M an eigenvalue and an upper bound on all of them. The variational inequalities are derived from these conditions and the Hermiticity of H.

`truncation_energy` states the exact formula and the two bounds on it, `truncation_energy_le` the stronger bound, and `truncation_energy_le_sharp` the two-level case.

The setting is one vector and one fixed H in an orthonormal basis. It contains no overlap matrix, no set of orbitals to be kept mutually orthogonal, and no self-consistent response of H to the truncation.

## From the eigenvalues to the energy bound in Lean

`rayleigh_bounds` first proves the lower inequality for a general Hermitian matrix: the shifted matrix has no negative eigenvalue, so Mathlib's spectral criterion makes it positive semidefinite. The upper inequality is the lower one applied to −H.

`expect_shift` is the identity for cψ − x, obtained from Aψ = 0 and its adjoint. `weight_shift` computes ‖cψ − d‖² = c²‖ψ‖² + (1 − 2c)w by treating indices inside and outside S separately. `renormalize_spec` shows that the rescaled state has norm 1 and that its energy is the quadratic form divided by the squared norm.

`truncation_energy` combines these at c = 1, and `truncation_energy_le` uses c = w; there `linarith` joins the shift identity, the norm and the upper variational bound. In the two-level proof, `spec` shows that every eigenvalue μ satisfies μ(μ − 1) = 0, and the remaining parts are direct 2 × 2 computations.

## Cutting off a tight-binding orbital

Suppose the lowest orbital of a non-interacting tight-binding matrix in an orthonormal basis is to be stored only within a cutoff radius. One sets the coefficients beyond the radius to zero, adds up their squared moduli to get w, and divides the remaining coefficients by √(1 − w). With M − E = 20 eV and w = 10⁻⁴, the orbital energy rises by at most 2 meV. If M is unknown, any upper bound on the spectrum, such as one from Gershgorin discs, can replace it and gives a valid, though possibly looser, estimate. Given E and d, the exact rise needs only the block of H on the deleted sites (their on-site energies and the hopping between them), because d vanishes elsewhere.

## An excited state can lose energy when truncated

If ψ is only required to be a normalized eigenvector, and E is its eigenvalue, the lower bound 0 can fail. Take H with rows (0, 1) and (1, 0), and the upper eigenvector ψ = (1, 1)/√2, with E = 1. Keeping component 0 gives w = 1/2 and the renormalized state (1, 0), whose energy is 0. The energy has changed by −1. The exact formula still gives this value, since ⟨d, (H − 1)d⟩ = −1/2 and 1 − w = 1/2.
